# The virial relation $2T-2V+U=0$ for Schwartz solutions of the one-dimensional Gross-Pitaevskii equation in a harmonic trap

Let $f$ be a real Schwartz function on the line, meaning a smooth function that, like each of its derivatives, stays bounded after multiplication by any power of $x$. Let $g$ and $\mu$ be real numbers. If

$$-\tfrac12 f''+\tfrac12x^2f+g f^3=\mu f,$$

then $2T-2V+U=0$, where

$$T=\int\tfrac12 f'^2\,dx,\qquad V=\int\tfrac12x^2f^2\,dx,\qquad U=\int\tfrac g2 f^4\,dx.$$

If $f$ only approximately solves the equation, with an error of at most $\varepsilon$ at every point, then $|2T-2V+U|$ is at most $\varepsilon\int|2xf'+f|\,dx$. This gives a consistency check for computed condensate profiles in the one-dimensional mean-field model with a real order parameter.

## Energies and residual in trap units

Lengths and energies are in oscillator units, $\hbar=m=\omega=1$. The constant $g$ is the strength of the contact interaction, repulsive for $g>0$, and $\mu$ is the chemical potential.

In Lean 4 with Mathlib:

```lean
import Mathlib

open MeasureTheory

namespace GrossPitaevskiiVirial

noncomputable section
```

The kinetic energy is the integral of $f'^2/2$ over the whole line, with `deriv f` for $f'$.

```lean
/-- Kinetic energy `T`, the integral of `f'^2/2`. -/
def kinetic (f : ℝ → ℝ) : ℝ := ∫ x, deriv f x ^ 2 / 2
```

The trap energy weights the density $f^2$ with the potential $x^2/2$.

```lean
/-- Harmonic trap energy `V`, the integral of `x^2 f^2/2`. -/
def trap (f : ℝ → ℝ) : ℝ := ∫ x, x ^ 2 * f x ^ 2 / 2
```

The interaction energy carries the factor $\tfrac12$ that counts each pair once in the mean-field energy $T+V+U$.

```lean
/-- Contact interaction energy `U`, the integral of `g f^4/2`. -/
def interaction (g : ℝ) (f : ℝ → ℝ) : ℝ := ∫ x, g * f x ^ 4 / 2
```

A trial function leaves the residual

$$R=-\tfrac12f''+\tfrac12x^2f+gf^3-\mu f,$$

which vanishes everywhere exactly when $f$ solves the stationary equation.

```lean
/-- Residual of the stationary Gross-Pitaevskii equation for a trial function `f`,
coupling `g` and chemical potential `μ`. -/
def residual (g μ : ℝ) (f : ℝ → ℝ) (x : ℝ) : ℝ :=
  -deriv (deriv f) x / 2 + x ^ 2 * f x / 2 + g * f x ^ 3 - μ * f x
```

No normalisation is imposed. If $N=\int f^2\,dx>0$, the normalised profile $\varphi=f/\sqrt N$ solves the same equation with coupling $gN$, and its energies are $T/N$, $V/N$ and $U/N$. The virial relation keeps its form.

## Decay that justifies the integrations by parts

The derivation discards boundary terms and splits integrals. Both steps are safe for continuous functions $a$ such that $|x|^k|a(x)|$ is bounded for every $k=0,1,2,\dots$

```lean
/-- A continuous function that stays bounded after multiplication by any power of `x`. -/
def RapidDecay (a : ℝ → ℝ) : Prop :=
  Continuous a ∧ ∀ k : ℕ, ∃ C : ℝ, ∀ x, |x| ^ k * |a x| ≤ C
```

The property concerns values only, so a density may be rewritten in any algebraically equal form.

```lean
/-- Rapid decay depends only on the values of the function. -/
theorem RapidDecay.congr {a b : ℝ → ℝ} (h : RapidDecay a) (e : ∀ x, b x = a x) :
    RapidDecay b := by
  have hab : b = a := funext e
  rw [hab]
  exact h
```

If $|x|^k|a|\le C$ and $|x|^k|b|\le D$, the triangle inequality gives $|x|^k|a+b|\le C+D$.

```lean
/-- Sums of rapidly decaying functions decay rapidly. -/
theorem RapidDecay.add {a b : ℝ → ℝ} (ha : RapidDecay a) (hb : RapidDecay b) :
    RapidDecay (fun x => a x + b x) := by
  refine ⟨ha.1.add hb.1, fun k => ?_⟩
  obtain ⟨C, hC⟩ := ha.2 k
  obtain ⟨D, hD⟩ := hb.2 k
  refine ⟨C + D, fun x => ?_⟩
  calc |x| ^ k * |a x + b x| ≤ |x| ^ k * (|a x| + |b x|) :=
        mul_le_mul_of_nonneg_left (abs_add_le _ _) (by positivity)
    _ ≤ C + D := by linarith [hC x, hD x, mul_add (|x| ^ k) |a x| |b x|]
```

For a product, one factor absorbs the power and the other need only be bounded: $|x|^k|ab|=(|x|^k|a|)\,|b|\le CD$.

```lean
/-- Products of rapidly decaying functions decay rapidly. -/
theorem RapidDecay.mul {a b : ℝ → ℝ} (ha : RapidDecay a) (hb : RapidDecay b) :
    RapidDecay (fun x => a x * b x) := by
  refine ⟨ha.1.mul hb.1, fun k => ?_⟩
  obtain ⟨C, hC⟩ := ha.2 k
  obtain ⟨D, hD⟩ := hb.2 0
  refine ⟨C * D, fun x => ?_⟩
  calc |x| ^ k * |a x * b x| = (|x| ^ k * |a x|) * (|x| ^ 0 * |b x|) := by
        rw [abs_mul]; ring
    _ ≤ C * D := mul_le_mul (hC x) (hD x) (by positivity)
        (le_trans (by positivity) (hC x))
```

A weight $c\,x^n$ raises the power that has to be controlled from $k$ to $k+n$, for which a bound is also available.

```lean
/-- A monomial weight `c x^n` preserves rapid decay. -/
theorem RapidDecay.weight {a : ℝ → ℝ} (ha : RapidDecay a) (c : ℝ) (n : ℕ) :
    RapidDecay (fun x => c * x ^ n * a x) := by
  refine ⟨(continuous_const.mul (continuous_id.pow n)).mul ha.1, fun k => ?_⟩
  obtain ⟨C, hC⟩ := ha.2 (k + n)
  refine ⟨|c| * C, fun x => ?_⟩
  calc |x| ^ k * |c * x ^ n * a x| = |c| * (|x| ^ (k + n) * |a x|) := by
        rw [abs_mul, abs_mul, abs_pow]; ring
    _ ≤ |c| * C := mul_le_mul_of_nonneg_left (hC x) (abs_nonneg c)
```

Such functions are integrable. From $|a|\le C$ and $x^2|a|\le D$ one gets $(1+x^2)|a|\le C+D$, hence

$$|a(x)|\le\frac{C+D}{1+x^2},$$

and the right-hand side has a finite integral.

```lean
/-- Rapidly decaying functions are integrable on the line. -/
theorem RapidDecay.integrable {a : ℝ → ℝ} (ha : RapidDecay a) : Integrable a := by
  obtain ⟨C, hC⟩ := ha.2 0
  obtain ⟨D, hD⟩ := ha.2 2
  refine (integrable_inv_one_add_sq.const_mul (C + D)).mono'
    ha.1.aestronglyMeasurable (ae_of_all _ fun x => ?_)
  show |a x| ≤ (C + D) * (1 + x ^ 2)⁻¹
  rw [← div_eq_mul_inv, le_div_iff₀ (by positivity)]
  have h0 := hC x
  have h2 := hD x
  rw [pow_zero, one_mul] at h0
  rw [sq_abs] at h2
  linarith [mul_add |a x| 1 (x ^ 2), mul_comm |a x| (x ^ 2)]
```

For a Schwartz function, $|x|^k|f^{(n)}(x)|$ is bounded for all $k$ and $n$. The cases $n=0,1,2$ say that $f$, $f'$ and $f''$ decay rapidly. Smoothness supplies the derivatives themselves, recorded as `HasDerivAt` statements.

```lean
/-- A Schwartz function and its first two derivatives decay rapidly, and the
first two derivatives exist everywhere. -/
theorem schwartz_jet (f : SchwartzMap ℝ ℝ) :
    RapidDecay f ∧ RapidDecay (deriv f) ∧ RapidDecay (deriv (deriv f)) ∧
    (∀ x, HasDerivAt f (deriv f x) x) ∧
    ∀ x, HasDerivAt (deriv f) (deriv (deriv f) x) x := by
  have key : ∀ n : ℕ, RapidDecay (iteratedDeriv n ⇑f) := fun n => by
    refine ⟨(f.smooth ⊤).continuous_iteratedDeriv n (by exact_mod_cast le_top),
      fun k => ?_⟩
    obtain ⟨C, _, hC⟩ := f.decay k n
    refine ⟨C, fun x => ?_⟩
    have h := hC x
    rwa [norm_iteratedFDeriv_eq_norm_iteratedDeriv, Real.norm_eq_abs,
      Real.norm_eq_abs] at h
  have e0 : iteratedDeriv 0 ⇑f = f := iteratedDeriv_zero
  have e1 : iteratedDeriv 1 ⇑f = deriv f := iteratedDeriv_one
  have e2 : iteratedDeriv 2 ⇑f = deriv (deriv f) := by
    rw [iteratedDeriv_succ, iteratedDeriv_one]
  have hd := (f.smooth ⊤).differentiable_iteratedDeriv 1
    (by exact_mod_cast ENat.natCast_lt_top 1)
  rw [e1] at hd
  exact ⟨e0 ▸ key 0, e1 ▸ key 1, e2 ▸ key 2,
    fun x => f.differentiableAt.hasDerivAt, fun x => (hd x).hasDerivAt⟩
```

Now suppose that a density $w$ and a flux $G$ satisfy

$$G'=w-(p\,a+q\,b+r\,c)$$

with constants $p,q,r$ and all five functions rapidly decaying. Since $G$ vanishes at both ends of the line, $\int G'\,dx=0$, and therefore

$$\int w\,dx=p\int a\,dx+q\int b\,dx+r\int c\,dx.$$

In the proof, `integral_eq_zero_of_hasDerivAt_of_integrable` provides $\int G'\,dx=0$, and linearity of the integral does the rest.

```lean
/-- Balance law: if a density `w` differs from `p a + q b + r c` by the derivative of a
flux `G`, all of them rapidly decaying, then the integrals balance. -/
theorem balance {a b c w G : ℝ → ℝ} (p q r : ℝ) (ha : RapidDecay a) (hb : RapidDecay b)
    (hc : RapidDecay c) (hw : RapidDecay w) (hG : RapidDecay G)
    (h : ∀ x, HasDerivAt G (w x - (p * a x + q * b x + r * c x)) x) :
    ∫ x, w x = p * (∫ x, a x) + q * (∫ x, b x) + r * ∫ x, c x := by
  have ia : Integrable (fun x => p * a x) := ha.integrable.const_mul p
  have ib : Integrable (fun x => q * b x) := hb.integrable.const_mul q
  have ic : Integrable (fun x => r * c x) := hc.integrable.const_mul r
  have iab : Integrable (fun x => p * a x + q * b x) := ia.add ib
  have iabc : Integrable (fun x => p * a x + q * b x + r * c x) := iab.add ic
  -- the flux vanishes at infinity
  have h0 := integral_eq_zero_of_hasDerivAt_of_integrable h
    (hw.integrable.sub iabc) hG.integrable
  rw [integral_sub hw.integrable iabc, integral_add iab ic, integral_add ia ib,
    integral_const_mul, integral_const_mul, integral_const_mul] at h0
  linarith
```

The densities of $T$, $V$ and $U$ are products of $f$ and $f'$ with monomial weights, so they can play the roles of $a$, $b$ and $c$.

```lean
/-- The three energy densities of a Schwartz function decay rapidly. -/
theorem densities (g : ℝ) (f : SchwartzMap ℝ ℝ) :
    RapidDecay (fun x => deriv f x ^ 2 / 2) ∧ RapidDecay (fun x => x ^ 2 * f x ^ 2 / 2) ∧
    RapidDecay (fun x => g * f x ^ 4 / 2) := by
  obtain ⟨h0, h1, -⟩ := schwartz_jet f
  exact ⟨((h1.mul h1).weight (1 / 2) 0).congr fun x => by ring,
    ((h0.mul h0).weight (1 / 2) 2).congr fun x => by ring,
    (((h0.mul h0).mul (h0.mul h0)).weight (g / 2) 0).congr fun x => by ring⟩
```

## The virial defect as an integral of the residual

Rescaling the profile at fixed norm, $f(x)\to\sqrt s\,f(sx)$, changes it at $s=1$ at the rate $xf'+\tfrac12f$. Multiply $R$ by twice this function. The terms with $2xf'$ are

$$\begin{aligned}
2xf'\cdot\bigl(-\tfrac12f''\bigr)&=-\bigl(\tfrac12xf'^2\bigr)'+\tfrac12f'^2,\\
2xf'\cdot\tfrac12x^2f&=\bigl(\tfrac12x^3f^2\bigr)'-\tfrac32x^2f^2,\\
2xf'\cdot gf^3&=\bigl(\tfrac g2xf^4\bigr)'-\tfrac g2f^4,\\
2xf'\cdot(-\mu f)&=-\bigl(\mu xf^2\bigr)'+\mu f^2,
\end{aligned}$$

and the remaining term is

$$fR=-\bigl(\tfrac12ff'\bigr)'+\tfrac12f'^2+\tfrac12x^2f^2+gf^4-\mu f^2.$$

In the sum the $\mu f^2$ terms cancel:

$$(2xf'+f)R=G'+2\cdot\tfrac12f'^2-2\cdot\tfrac12x^2f^2+\tfrac g2f^4,$$

$$G=-\tfrac12xf'^2-\tfrac12ff'+\tfrac12x^3f^2+\tfrac g2xf^4-\mu xf^2.$$

Integration gives, for every Schwartz function and every real $g$ and $\mu$,

$$2T-2V+U=\int(2xf'+f)\,R\,dx.$$

The code defines the same $G$ and applies `balance` with the coefficients $2$, $-2$ and $1$. The nested `fun_mul` and `fun_add` terms differentiate $G$ by the product and sum rules, and the last `ring` confirms the pointwise identity.

```lean
/-- For any Schwartz trial function, the virial defect `2T - 2V + U` is the integral of
the Gross-Pitaevskii residual against `2 x f' + f`. -/
theorem virial_defect (g μ : ℝ) (f : SchwartzMap ℝ ℝ) :
    2 * kinetic f - 2 * trap f + interaction g f =
      ∫ x, (2 * x * deriv f x + f x) * residual g μ f x := by
  obtain ⟨h0, h1, h2, d0, d1⟩ := schwartz_jet f
  obtain ⟨hT, hV, hU⟩ := densities g f
  have hs := h0.mul h0
  have hW : RapidDecay (fun x => 2 * x * deriv f x + f x) :=
    ((h1.weight 2 1).add h0).congr fun x => by ring
  have hR : RapidDecay (residual g μ f) :=
    ((((h2.weight (-1 / 2) 0).add (h0.weight (1 / 2) 2)).add
      ((hs.mul h0).weight g 0)).add (h0.weight (-μ) 0)).congr fun x => by
        unfold residual; ring
  -- the flux of the dilation x ↦ s x
  let G : ℝ → ℝ := fun x => -1 / 2 * (x * (deriv f x * deriv f x)) +
    -1 / 2 * (f x * deriv f x) + 1 / 2 * (x * (x * x) * (f x * f x)) +
    g / 2 * (x * (f x * f x * (f x * f x))) + -μ * (x * (f x * f x))
  have hG : RapidDecay G :=
    ((((((h1.mul h1).weight (-1 / 2) 1).add ((h0.mul h1).weight (-1 / 2) 0)).add
      (hs.weight (1 / 2) 3)).add ((hs.mul hs).weight (g / 2) 1)).add
      (hs.weight (-μ) 1)).congr fun x => by simp only [G]; ring
  have hb := balance 2 (-2) 1 hT hV hU (hW.mul hR) hG fun x => by
    have dx := hasDerivAt_id' x
    have ds := (d0 x).fun_mul (d0 x)
    refine HasDerivAt.congr_deriv
      ((((((dx.fun_mul ((d1 x).fun_mul (d1 x))).const_mul (-1 / 2)).fun_add
        (((d0 x).fun_mul (d1 x)).const_mul (-1 / 2))).fun_add
        (((dx.fun_mul (dx.fun_mul dx)).fun_mul ds).const_mul (1 / 2))).fun_add
        ((dx.fun_mul (ds.fun_mul ds)).const_mul (g / 2))).fun_add
        ((dx.fun_mul ds).const_mul (-μ))) ?_
    unfold residual
    ring
  unfold kinetic trap interaction
  linarith
```

## Exact solutions

If the equation holds at every $x$, then $R=0$ and the right-hand side vanishes. The hypothesis `h` is the stationary equation itself. That a solution exists for given $g$ and $\mu$ is not part of the statement; the zero function is allowed and satisfies it trivially.

```lean
/-- Gross-Pitaevskii virial relation: a real Schwartz solution of the stationary equation
in the harmonic trap satisfies `2T - 2V + U = 0`. -/
theorem gross_pitaevskii_virial (g μ : ℝ) (f : SchwartzMap ℝ ℝ)
    (h : ∀ x, -deriv (deriv f) x / 2 + x ^ 2 * f x / 2 + g * f x ^ 3 = μ * f x) :
    2 * kinetic f - 2 * trap f + interaction g f = 0 := by
  have hR : ∀ x, residual g μ f x = 0 := fun x => sub_eq_zero.mpr (h x)
  rw [virial_defect g μ f]
  simp only [hR, mul_zero, integral_zero]
```

Schwartz decay without the equation is not enough. Take $g=0$ and $f=e^{-x^2}$, a Gaussian too narrow for the trap. Then

$$T=\tfrac12\sqrt{\pi/2},\qquad V=\tfrac18\sqrt{\pi/2},\qquad 2T-2V+U=\tfrac34\sqrt{\pi/2}\neq0.$$

The residual is $R=(1-\mu-\tfrac32x^2)e^{-x^2}$, which is not identically zero for any $\mu$.

## A bound for approximate solutions

Suppose $|R(x)|\le\varepsilon$ for all $x$. Taking absolute values inside the integral gives

$$|2T-2V+U|\le\varepsilon\int|2xf'+f|\,dx.$$

The integral on the right is finite by the decay lemmas and can be computed from the trial function.

```lean
/-- Residual bound: if the Gross-Pitaevskii residual of a Schwartz trial function is at most `ε` in
absolute value everywhere, the absolute value of the virial defect `2T - 2V + U` is at most `ε`
times the integral of `|2 x f' + f|`. -/
theorem virial_defect_le (g μ ε : ℝ) (f : SchwartzMap ℝ ℝ)
    (h : ∀ x, |residual g μ f x| ≤ ε) :
    |2 * kinetic f - 2 * trap f + interaction g f| ≤
      ε * ∫ x, |2 * x * deriv f x + f x| := by
  obtain ⟨h0, h1, -⟩ := schwartz_jet f
  have hW : RapidDecay (fun x => 2 * x * deriv f x + f x) :=
    ((h1.weight 2 1).add h0).congr fun x => by ring
  rw [virial_defect g μ f, ← integral_const_mul, ← Real.norm_eq_abs]
  refine norm_integral_le_of_norm_le (hW.integrable.abs.const_mul ε)
    (ae_of_all _ fun x => ?_)
  rw [Real.norm_eq_abs, abs_mul, mul_comm]
  exact mul_le_mul_of_nonneg_right (h x) (abs_nonneg _)
```

The bound applies directly to a finite expansion in Hermite functions, which is a Schwartz function. It requires control of $R$ on the whole line, not only at grid points, and it says nothing about quadrature or rounding errors in the computed energies. The test works in one direction: a nonzero defect shows that $|R|$ reaches at least $|2T-2V+U|\big/\int|2xf'+f|\,dx$ somewhere, but a zero defect does not certify a solution. For $g=0$, the function $(1+x)e^{-x^2/2}$ has $T=V$, yet it mixes two oscillator levels and solves the equation for no $\mu$.

## Energy ordering and chemical potential

For $g\ge0$ the interaction energy is non-negative, so the virial relation gives $T=V-\tfrac12U\le V$: a stationary repulsive condensate in this model has at least as much trap energy as kinetic energy.

```lean
/-- For a real Schwartz solution of the stationary Gross-Pitaevskii equation in the harmonic trap
with `g ≥ 0`, the kinetic energy does not exceed the trap energy. -/
theorem kinetic_le_trap (g μ : ℝ) (hg : 0 ≤ g) (f : SchwartzMap ℝ ℝ)
    (h : ∀ x, -deriv (deriv f) x / 2 + x ^ 2 * f x / 2 + g * f x ^ 3 = μ * f x) :
    kinetic f ≤ trap f := by
  have hU : 0 ≤ interaction g f := integral_nonneg fun x => by positivity
  linarith [gross_pitaevskii_virial g μ f h]
```

A second relation fixes the chemical potential. Multiply the stationary equation by $f$ and use $-\tfrac12ff''=-(\tfrac12ff')'+\tfrac12f'^2$:

$$\mu f^2=\bigl(-\tfrac12ff'\bigr)'+\tfrac12f'^2+\tfrac12x^2f^2+2\cdot\tfrac g2f^4.$$

Integration yields $\mu N=T+V+2U$, so that $\mu=(T+V+2U)/N$ whenever $f\neq0$. The proof calls `balance` with coefficients $1$, $1$ and $2$ and the flux $-\tfrac12ff'$; `linear_combination f x * h x` is the multiplication of the equation by $f$.

```lean
/-- For a real Schwartz solution of the stationary Gross-Pitaevskii equation in the harmonic trap,
the chemical potential times the integral of `f^2` equals `T + V + 2U`. -/
theorem chemical_potential (g μ : ℝ) (f : SchwartzMap ℝ ℝ)
    (h : ∀ x, -deriv (deriv f) x / 2 + x ^ 2 * f x / 2 + g * f x ^ 3 = μ * f x) :
    μ * ∫ x, f x ^ 2 = kinetic f + trap f + 2 * interaction g f := by
  obtain ⟨h0, h1, -, d0, d1⟩ := schwartz_jet f
  obtain ⟨hT, hV, hU⟩ := densities g f
  have hN : RapidDecay (fun x => μ * f x ^ 2) :=
    ((h0.mul h0).weight μ 0).congr fun x => by ring
  have hG : RapidDecay (fun x => -1 / 2 * (f x * deriv f x)) :=
    ((h0.mul h1).weight (-1 / 2) 0).congr fun x => by ring
  -- multiply the equation by f and integrate the kinetic term by parts
  have hb := balance 1 1 2 hT hV hU hN hG fun x => by
    refine HasDerivAt.congr_deriv (((d0 x).fun_mul (d1 x)).const_mul (-1 / 2)) ?_
    linear_combination f x * h x
  rw [integral_const_mul] at hb
  unfold kinetic trap interaction
  linarith

end

end GrossPitaevskiiVirial
```

```lean
#print axioms GrossPitaevskiiVirial.gross_pitaevskii_virial
-- 'GrossPitaevskiiVirial.gross_pitaevskii_virial' depends on axioms: [propext, Classical.choice, Quot.sound]
#print axioms GrossPitaevskiiVirial.virial_defect_le
-- 'GrossPitaevskiiVirial.virial_defect_le' depends on axioms: [propext, Classical.choice, Quot.sound]
#print axioms GrossPitaevskiiVirial.kinetic_le_trap
-- 'GrossPitaevskiiVirial.kinetic_le_trap' depends on axioms: [propext, Classical.choice, Quot.sound]
#print axioms GrossPitaevskiiVirial.chemical_potential
-- 'GrossPitaevskiiVirial.chemical_potential' depends on axioms: [propext, Classical.choice, Quot.sound]
```
